# In finite dimensions, any state is the sum of its projections onto the energy eigenspaces of a Hermitian Hamiltonian

On a finite-dimensional complex inner product space, let `H` be a Hermitian operator and `x` any vector, not necessarily normalised. The theorem `sum_levelPart` says that the orthogonal projections of `x` onto the eigenspaces of `H`, added over the distinct eigenvalues, give back `x`; a degenerate level counts once, with its whole eigenspace. The proof sets out to show that the difference between `x` and this sum is orthogonal to every eigenspace, and so is zero, because the eigenspaces of `H` span the space. Against a nonzero vector `v` of the level `μ`, only the `μ` term of the sum should survive, and what remains of `x` after removing its component in that level is orthogonal to `v`.

The failing Lean file:

```lean
import Mathlib

open Module.End

namespace EnergyMoments

noncomputable section

variable {E : Type*} [NormedAddCommGroup E] [InnerProductSpace ℂ E] [FiniteDimensional ℂ E]

/-- The finite set of distinct energy levels (eigenvalues) of `H`. -/
def levels (H : Module.End ℂ E) : Finset ℂ :=
  (Module.End.finite_hasEigenvalue H).toFinset

/-- The component of the state `x` in the level `μ`: its orthogonal projection onto the
eigenspace of `H` for `μ`. -/
def levelPart (H : Module.End ℂ E) (μ : ℂ) (x : E) : E :=
  (eigenspace H μ).starProjection x

variable {H : Module.End ℂ E}

/-- A nonzero vector in the eigenspace of `μ` makes `μ` an energy level. -/
lemma mem_levels {μ : ℂ} {v : E} (hv : v ∈ eigenspace H μ) (h0 : v ≠ 0) : μ ∈ levels H :=
  (Set.Finite.mem_toFinset _).mpr (hasEigenvalue_of_hasEigenvector ⟨hv, h0⟩)

/-- The component of a state in a level lies in the eigenspace of that level. -/
lemma levelPart_mem (μ : ℂ) (x : E) : levelPart H μ x ∈ eigenspace H μ :=
  Submodule.starProjection_apply_mem _ x

/-- What remains of a state after removing its component in a level is orthogonal to that level. -/
lemma inner_residual {μ : ℂ} {v : E} (hv : v ∈ eigenspace H μ) (x : E) :
    inner ℂ v (x - levelPart H μ x) = 0 :=
  (Submodule.mem_orthogonal _ _).mp (Submodule.sub_starProjection_mem_orthogonal x) v hv

/-- For a Hermitian `H`, every vector is the sum of its components in the energy levels. -/
theorem sum_levelPart (hH : LinearMap.IsSymmetric H) (x : E) :
    ∑ μ ∈ levels H, levelPart H μ x = x := by
  -- the difference is orthogonal to all eigenspaces, and these span the whole space
  have hz : x - ∑ μ ∈ levels H, levelPart H μ x ∈ (⨆ μ, eigenspace H μ)ᗮ := by
    rw [← Submodule.iInf_orthogonal, Submodule.mem_iInf]
    intro μ
    rw [Submodule.mem_orthogonal]
    intro v hv
    by_cases h0 : v = 0
    · simp [h0]
    rw [inner_sub_right, inner_sum, Finset.sum_eq_single_of_mem μ (mem_levels hv h0)
      (fun ν _ hne => hH.orthogonalFamily_eigenspaces hne.symm ⟨v, hv⟩ ⟨_, levelPart_mem ν x⟩),
      ← inner_sub_right]
    exact inner_residual hv x
  rw [hH.orthogonalComplement_iSup_eigenspaces_eq_bot] at hz
  exact (sub_eq_zero.mp ((Submodule.mem_bot ℂ).mp hz)).symm

end

end EnergyMoments
```

Lean reports:

```
Main.lean:46:36: error: Tactic `rewrite` failed: Did not find an occurrence of the pattern
  ∑ x_1 ∈ levels H,
    inner ℂ (((fun μ => (H.eigenspace μ).subtypeₗᵢ) μ) ⟨v, hv⟩)
      (((fun μ => (H.eigenspace μ).subtypeₗᵢ) x_1) ⟨levelPart H x_1 x, ⋯⟩)
in the target expression
  inner ℂ v x - ∑ i ∈ levels H, inner ℂ v (levelPart H i x) = 0

case neg
E : Type u_1
inst✝² : NormedAddCommGroup E
inst✝¹ : InnerProductSpace ℂ E
inst✝ : FiniteDimensional ℂ E
H : Module.End ℂ E
hH : LinearMap.IsSymmetric H
x : E
μ : ℂ
v : E
hv : v ∈ H.eigenspace μ
h0 : ¬v = 0
⊢ inner ℂ v x - ∑ i ∈ levels H, inner ℂ v (levelPart H i x) = 0
```

What went wrong. The first two rewrites succeed, and the third, with `Finset.sum_eq_single_of_mem`, fails. Nothing in that `rw` step says beforehand which summand the lemma is about, so Lean reads it off the orthogonality proof supplied as an argument. `hH.orthogonalFamily_eigenspaces` speaks of inner products of vectors sent into `E` by the inclusion maps `subtypeₗᵢ`, and the pattern inherits that form. The goal has plain `inner ℂ v (levelPart H i x)` instead. The two are equal by definition, but `rw` looks for its pattern without unfolding the inclusion maps, and finds no match.

The repair first states the equation as `hs`, with the sum written as in the goal. The summand is now fixed by the statement, and Lean accepts the same orthogonality proof because the two forms agree by definition. `rw` can then use `hs`, whose left side matches the goal, and `← inner_sub_right` recombines the two inner products as before.

The repair, with which the file compiles:

```diff
@@ -44,7 +44,8 @@
     by_cases h0 : v = 0
     · simp [h0]
-    rw [inner_sub_right, inner_sum, Finset.sum_eq_single_of_mem μ (mem_levels hv h0)
-      (fun ν _ hne => hH.orthogonalFamily_eigenspaces hne.symm ⟨v, hv⟩ ⟨_, levelPart_mem ν x⟩),
-      ← inner_sub_right]
+    have hs : ∑ ν ∈ levels H, inner ℂ v (levelPart H ν x) = inner ℂ v (levelPart H μ x) :=
+      Finset.sum_eq_single_of_mem μ (mem_levels hv h0) fun ν _ hne =>
+        hH.orthogonalFamily_eigenspaces hne.symm ⟨v, hv⟩ ⟨_, levelPart_mem ν x⟩
+    rw [inner_sub_right, inner_sum, hs, ← inner_sub_right]
     exact inner_residual hv x
   rw [hH.orthogonalComplement_iSup_eigenspaces_eq_bot] at hz
```
